# Tight-binding site energies from a polynomial of degree at most n ≥ 1 have no many-body increments on n or more neighbours

An atom in a tight-binding solid feels its neighbours through electrons that hop among them, while many interatomic potentials describe the same atom by pair, triplet and higher terms. Take one orbital per atom and matrix elements that do not depend on which other atoms are present. If the site energy is a diagonal entry of a fixed polynomial of degree at most n ≥ 1 in the Hamiltonian, no term that joins the atom to n or more neighbours at once survives.

```lean
import Mathlib

open Finset

namespace TightBindingBodyOrder

variable {ι R : Type*} [Fintype ι] [DecidableEq ι] [CommRing R]

/-- The Hamiltonian restricted to the cluster made of the site `i` and the sites in `S`. -/
def cluster (H : Matrix ι ι R) (i : ι) (S : Finset ι) :
    Matrix {x // x ∈ insert i S} {x // x ∈ insert i S} R :=
  H.submatrix Subtype.val Subtype.val

/-- The site energy of `i` in the environment `S`: the `ii` entry of the polynomial `p`
applied to the cluster Hamiltonian. -/
noncomputable def siteEnergy (H : Matrix ι ι R) (i : ι) (p : Polynomial R)
    (S : Finset ι) : R :=
  (Polynomial.aeval (cluster H i S) p) ⟨i, mem_insert_self i S⟩ ⟨i, mem_insert_self i S⟩

/-- The many-body increment of `E` on `S`: the sum of `E T` over all subsets `T` of `S`, with
a minus sign when the number of sites left out is odd. -/
def increment (E : Finset ι → R) (S : Finset ι) : R :=
  ∑ T ∈ S.powerset, (-1) ^ (S.card + T.card) * E T

/-- The `ji` entry of the `k`-th power of the Hamiltonian of the cluster of `i` and `S`; it is zero
if `j` is outside the cluster. -/
def amplitude (H : Matrix ι ι R) (i : ι) (k : ℕ) (j : ι) (S : Finset ι) : R :=
  if h : j ∈ insert i S then (cluster H i S ^ k) ⟨j, h⟩ ⟨i, mem_insert_self i S⟩ else 0

/-- The Hamiltonian whose entries, on-site and hopping, all equal `t`. -/
def uniformHopping (t : R) : Matrix ι ι R := Matrix.of fun _ _ => t

omit [Fintype ι] [DecidableEq ι] in
/-- Increments are linear in the energy function. -/
theorem increment_sum {α : Type*} (s : Finset α) (c : α → R) (G : α → Finset ι → R)
    (S : Finset ι) :
    increment (fun T => ∑ a ∈ s, c a * G a T) S = ∑ a ∈ s, c a * increment (G a) S := by
  simp only [increment, Finset.mul_sum]
  rw [Finset.sum_comm]
  exact sum_congr rfl fun a _ => sum_congr rfl fun T _ => by ring

omit [Fintype ι] in
/-- With no hops the amplitude is one at the site `i` and zero elsewhere. -/
theorem amplitude_zero (H : Matrix ι ι R) (i j : ι) (S : Finset ι) :
    amplitude H i 0 j S = if j = i then 1 else 0 := by
  by_cases h : j = i
  · subst h
    simp [amplitude]
  · by_cases hS : j ∈ S <;> simp [amplitude, h, hS]

/-- One more hop: from a site `j` of the cluster the walker hops to any site `l` and
continues from there. -/
theorem amplitude_succ (H : Matrix ι ι R) (i : ι) (k : ℕ) (j : ι) (S : Finset ι) :
    amplitude H i (k + 1) j S =
      if j ∈ insert i S then ∑ l, H j l * amplitude H i k l S else 0 := by
  by_cases h : j ∈ insert i S
  · -- sites outside the cluster do not contribute to the sum
    have hs : ∑ l, H j l * amplitude H i k l S
        = ∑ l ∈ insert i S, H j l * amplitude H i k l S := by
      symm
      apply sum_subset (subset_univ _)
      intro l _ hl
      rw [amplitude, dif_neg hl, mul_zero]
    rw [if_pos h, hs, ← Finset.sum_coe_sort, amplitude, dif_pos h, pow_succ',
      Matrix.mul_apply]
    refine sum_congr rfl fun x _ => ?_
    rw [amplitude, dif_pos x.2]
    rfl
  · rw [if_neg h, amplitude, dif_neg h]

/-- A hop that starts at the central site `i` does not mix increments of different sets. -/
theorem increment_amplitude_self (H : Matrix ι ι R) (i : ι) (k : ℕ) (S : Finset ι) :
    increment (amplitude H i (k + 1) i) S
      = ∑ l, H i l * increment (amplitude H i k l) S := by
  have hF : amplitude H i (k + 1) i = fun T => ∑ l, H i l * amplitude H i k l T := by
    funext T
    rw [amplitude_succ, if_pos (mem_insert_self i T)]
  rw [hF]
  exact increment_sum univ (fun l => H i l) (fun l => amplitude H i k l) S

/-- A hop that starts at another site `j` couples the increment on `S` to the one on `S`
without `j`; if `j` is not in `S`, the increment is zero. -/
theorem increment_amplitude_ne (H : Matrix ι ι R) (i : ι) (k : ℕ) {j : ι} (hj : j ≠ i)
    (S : Finset ι) :
    increment (amplitude H i (k + 1) j) S =
      if j ∈ S then ∑ l, H j l * (increment (amplitude H i k l) S
        + increment (amplitude H i k l) (S.erase j)) else 0 := by
  have hF : amplitude H i (k + 1) j =
      fun T => if j ∈ T then ∑ l, H j l * amplitude H i k l T else 0 := by
    funext T
    by_cases h : j ∈ T <;> simp [amplitude_succ, hj, h]
  rw [hF]
  by_cases hS : j ∈ S
  · rw [if_pos hS]
    obtain ⟨U, hU, rfl⟩ : ∃ U, j ∉ U ∧ insert j U = S :=
      ⟨S.erase j, notMem_erase j S, insert_erase hS⟩
    rw [erase_insert hU]
    -- inclusion-exclusion for a function that requires the presence of `j`
    have key : ∀ F : Finset ι → R, increment (fun T => if j ∈ T then F T else 0) (insert j U)
        = increment F (insert j U) + increment F U := by
      intro F
      unfold increment
      rw [sum_powerset_insert hU, sum_powerset_insert hU, ← sum_add_distrib,
        ← sum_add_distrib, ← sum_add_distrib]
      refine sum_congr rfl fun T hT => ?_
      have hjT : j ∉ T := fun h => hU (mem_powerset.1 hT h)
      simp only [hjT, mem_insert_self, if_true, if_false, card_insert_of_notMem hU]
      ring
    have e : ∀ V, increment (fun T => ∑ l, H j l * amplitude H i k l T) V
        = ∑ l, H j l * increment (amplitude H i k l) V := fun V =>
      increment_sum univ (fun l => H j l) (fun l => amplitude H i k l) V
    simp only [mul_add, sum_add_distrib]
    rw [← e (insert j U), ← e U]
    exact key _
  · rw [if_neg hS]
    refine sum_eq_zero fun T hT => ?_
    have hjT : j ∉ T := fun h => hS (mem_powerset.1 hT h)
    simp [hjT]

/-- Amplitudes of `k` hops have no increments on sets of more than `k` sites. -/
theorem increment_amplitude_eq_zero (H : Matrix ι ι R) (i : ι) (k : ℕ) (j : ι)
    (S : Finset ι) (hk : k < S.card) : increment (amplitude H i k j) S = 0 := by
  induction k generalizing j S with
  | zero =>
    -- a constant has no increment on a non-empty set
    obtain ⟨a, ha⟩ := card_pos.1 hk
    obtain ⟨U, hU, rfl⟩ : ∃ U, a ∉ U ∧ insert a U = S :=
      ⟨S.erase a, notMem_erase a S, insert_erase ha⟩
    unfold increment
    rw [sum_powerset_insert hU, ← sum_add_distrib]
    refine sum_eq_zero fun T hT => ?_
    have haT : a ∉ T := fun h => hU (mem_powerset.1 hT h)
    rw [amplitude_zero, amplitude_zero, card_insert_of_notMem haT]
    ring
  | succ k ih =>
    by_cases hj : j = i
    · rw [hj, increment_amplitude_self]
      exact sum_eq_zero fun l _ => by rw [ih l S (by omega), mul_zero]
    · rw [increment_amplitude_ne H i k hj]
      split_ifs with hS
      · have hc := card_erase_of_mem hS
        exact sum_eq_zero fun l _ => by
          rw [ih l S (by omega), ih l (S.erase j) (by omega), add_zero, mul_zero]
      · rfl

/-- Body order of tight-binding site energies: for a polynomial of degree at most `n`, with
`n ≥ 1`, the increments of the site energy vanish on all sets of `n` or more sites. -/
theorem increment_siteEnergy_eq_zero (H : Matrix ι ι R) (i : ι) (p : Polynomial R) {n : ℕ}
    (hn : 1 ≤ n) (hp : p.natDegree ≤ n) (S : Finset ι) (hS : n ≤ S.card) :
    increment (siteEnergy H i p) S = 0 := by
  -- expand the site energy in closed walks of at most `n` hops
  have hE : siteEnergy H i p =
      fun T => ∑ k ∈ range (n + 1), p.coeff k * amplitude H i k i T := by
    funext T
    rw [siteEnergy, Polynomial.aeval_eq_sum_range' (Nat.lt_succ_of_le hp), Matrix.sum_apply]
    refine sum_congr rfl fun k _ => ?_
    rw [amplitude, dif_pos (mem_insert_self i T), Matrix.smul_apply, smul_eq_mul]
  rw [hE, increment_sum (range (n + 1)) (fun k => p.coeff k) (fun k => amplitude H i k i) S]
  refine sum_eq_zero fun k hk => ?_
  have hk' := mem_range.1 hk
  cases k with
  | zero => rw [increment_amplitude_eq_zero H i 0 i S (by omega), mul_zero]
  | succ m =>
    -- the first hop starts at `i`, which is always present: one order is saved
    rw [increment_amplitude_self, sum_eq_zero, mul_zero]
    intro l _
    rw [increment_amplitude_eq_zero H i m l S (by omega), mul_zero]

/-- For uniform hopping `t` and a set `S` of `k` sites other than `i`, the increments of the
`k`-hop amplitudes, summed over the starting site, give `k! t ^ k`. -/
theorem sum_increment_uniform (t : R) (i : ι) (k : ℕ) (S : Finset ι) (hi : i ∉ S)
    (hS : S.card = k) :
    ∑ l, increment (amplitude (uniformHopping t) i k l) S = (k.factorial : R) * t ^ k := by
  induction k generalizing S with
  | zero =>
    rw [card_eq_zero] at hS
    subst hS
    simp [increment, amplitude_zero]
  | succ k ih =>
    have hterm : ∀ l, increment (amplitude (uniformHopping t) i (k + 1) l) S
        = if l ∈ S then t * ((k.factorial : R) * t ^ k) else 0 := by
      intro l
      by_cases hl : l = i
      · rw [hl, if_neg hi, increment_amplitude_self]
        exact sum_eq_zero fun x _ => by
          rw [increment_amplitude_eq_zero _ i k x S (by omega), mul_zero]
      · rw [increment_amplitude_ne _ i k hl]
        by_cases hlS : l ∈ S
        · have hc := card_erase_of_mem hlS
          rw [if_pos hlS, if_pos hlS,
            ← ih (S.erase l) (fun h => hi (mem_of_mem_erase h)) (by omega), Finset.mul_sum]
          refine sum_congr rfl fun x _ => ?_
          rw [increment_amplitude_eq_zero _ i k x S (by omega), zero_add]
          rfl
        · rw [if_neg hlS, if_neg hlS]
    simp only [hterm]
    rw [sum_ite_mem, univ_inter, sum_const, hS, nsmul_eq_mul, Nat.factorial_succ]
    push_cast
    ring

/-- For uniform hopping `t` and the polynomial `X ^ (m + 1)`, the site-energy increment on a set of
`m` sites other than `i` equals `m! t ^ (m + 1)`. -/
theorem increment_siteEnergy_uniform (t : R) (i : ι) (m : ℕ) (S : Finset ι) (hi : i ∉ S)
    (hS : S.card = m) :
    increment (siteEnergy (uniformHopping t) i (Polynomial.X ^ (m + 1))) S
      = (m.factorial : R) * t ^ (m + 1) := by
  have hE : siteEnergy (uniformHopping t) i (Polynomial.X ^ (m + 1))
      = amplitude (uniformHopping t) i (m + 1) i := by
    funext T
    rw [siteEnergy, amplitude, dif_pos (mem_insert_self i T), map_pow, Polynomial.aeval_X]
  have hsum : ∑ l, uniformHopping t i l * increment (amplitude (uniformHopping t) i m l) S
      = t * ∑ l, increment (amplitude (uniformHopping t) i m l) S := by
    rw [Finset.mul_sum]
    rfl
  rw [hE, increment_amplitude_self, hsum, sum_increment_uniform t i m S hi hS]
  ring

/-- If a real energy function is within `ε` of a polynomial site energy of degree at most `n`,
`n ≥ 1`, on every subset of `S`, and `S` has `n` or more sites, then its increment on `S` is
at most `2 ^ |S| ε` in absolute value. -/
theorem abs_increment_le_of_approx (H : Matrix ι ι ℝ) (i : ι) (p : Polynomial ℝ) {n : ℕ}
    (hn : 1 ≤ n) (hp : p.natDegree ≤ n) (S : Finset ι) (hS : n ≤ S.card)
    (E : Finset ι → ℝ) (ε : ℝ) (hE : ∀ T ⊆ S, |E T - siteEnergy H i p T| ≤ ε) :
    |increment E S| ≤ 2 ^ S.card * ε := by
  -- subtract the vanishing increment of the polynomial site energy
  have h : increment E S
      = ∑ T ∈ S.powerset, (-1) ^ (S.card + T.card) * (E T - siteEnergy H i p T) := by
    rw [← sub_zero (increment E S), ← increment_siteEnergy_eq_zero H i p hn hp S hS]
    unfold increment
    rw [← Finset.sum_sub_distrib]
    exact sum_congr rfl fun T _ => by ring
  rw [h]
  calc |∑ T ∈ S.powerset, (-1) ^ (S.card + T.card) * (E T - siteEnergy H i p T)|
      ≤ ∑ T ∈ S.powerset, |(-1) ^ (S.card + T.card) * (E T - siteEnergy H i p T)| :=
        abs_sum_le_sum_abs _ _
    _ ≤ ∑ _T ∈ S.powerset, ε := by
        refine sum_le_sum fun T hT => ?_
        rw [abs_mul, abs_pow, abs_neg, abs_one, one_pow, one_mul]
        exact hE T (mem_powerset.1 hT)
    _ = 2 ^ S.card * ε := by
        rw [sum_const, card_powerset, nsmul_eq_mul]
        push_cast
        ring

end TightBindingBodyOrder
```

```lean
#print axioms TightBindingBodyOrder.increment_siteEnergy_eq_zero
-- 'TightBindingBodyOrder.increment_siteEnergy_eq_zero' depends on axioms: [propext, Classical.choice, Quot.sound]
#print axioms TightBindingBodyOrder.increment_siteEnergy_uniform
-- 'TightBindingBodyOrder.increment_siteEnergy_uniform' depends on axioms: [propext, Classical.choice, Quot.sound]
#print axioms TightBindingBodyOrder.abs_increment_le_of_approx
-- 'TightBindingBodyOrder.abs_increment_le_of_approx' depends on axioms: [propext, Classical.choice, Quot.sound]
```

## Site energies and their increments

Let H be the Hamiltonian matrix, i the central site and p the polynomial. For a set T of other sites, E(T) is the ii entry of p applied to the block of H on T ∪ {i}. The increment on a set S is what remains of E(S) once the contributions of all smaller sets have been removed:

Δ[E](S) = Σ over T ⊆ S of (−1)^(|S|+|T|) E(T).

For one neighbour j this is E({j}) − E(∅), the pair term. An increment on |S| neighbours is a term of body order |S| + 1, because the central atom counts as well.

The main theorem, `increment_siteEnergy_eq_zero`, says that Δ[E](S) = 0 whenever p has degree at most n, n ≥ 1 and |S| ≥ n. Every surviving term is therefore at most n-body. For n = 1 the site energy is a constant plus a multiple of H(i,i), which no neighbour can change.

In Lean, the finite type `ι` holds the sites and the commutative ring `R` holds the matrix entries. Real symmetric and complex Hermitian matrices are both included, since no symmetry is assumed. `cluster` is the block of `H` on `insert i S`, and `siteEnergy` evaluates `p` on it with `Polynomial.aeval`, so that the constant term multiplies the identity. The set `S` may formally contain `i`; the physical reading takes it not to.

Two names need care. `amplitude` is a matrix element of a power of H, not a time-dependent probability amplitude. Its walks are read from left to right along the matrix product, so H(j,l) counts as a hop from j to l; the usual quantum-mechanical reading of a matrix element runs the other way. A "hop" may also stay where it is, through a diagonal entry, and `uniformHopping` accordingly sets the on-site entries to t as well.

## From a polynomial to an electronic energy

The model describes non-interacting electrons with one orthonormal orbital per site, at a fixed geometry. Every cluster uses entries of the same H, so matrix elements do not respond to the removal of atoms, and there is no self-consistency. Within these limits the result bears on body-ordered and machine-learned potentials: it says which many-body terms a polynomial approximation to the electronic energy can generate.

A real band energy uses a function f of H that contains the Fermi function, and f is not a polynomial. `abs_increment_le_of_approx` allows for this. If a real energy function E lies within ε of the polynomial site energy on every subset of S, with |S| ≥ n, then

|Δ[E](S)| ≤ 2^|S| ε.

Here ε stands for the error of the polynomial fit to the site energy. The step left to the user is to establish that error. For real symmetric H and a fixed chemical potential, the spectral theorem supplies it from a uniform fit of f on an interval containing the spectra of all the clusters. The bound justifies neglecting the increment on S when 2^|S| ε is below the error that one is willing to accept for that term.

## Each hop brings in at most one new site

Let A(k,j,T) be the ji entry of the k-th power of the cluster Hamiltonian, set to zero if j lies outside T ∪ {i}. Without hops, A(0,j,T) is 1 for j = i and 0 otherwise. Matrix multiplication gives, for j in the cluster,

A(k+1,j,T) = Σ over l of H(j,l) A(k,l,T),

and zero for j outside it. The sum may run over all sites because A vanishes outside the cluster. These are `amplitude_zero` and `amplitude_succ`.

Now take increments in T. The site i is always present, so by linearity (`increment_sum`)

Δ[A(k+1,i)](S) = Σ over l of H(i,l) Δ[A(k,l)](S).

For j ≠ i the recursion carries the condition j ∈ T. Let F be any function of T, and let F′(T) equal F(T) if j ∈ T and zero otherwise. If j ∉ S, the increment of F′ on S is zero. If j ∈ S, put U = S \ {j} and write the sets that contain j as V ∪ {j} with V ⊆ U:

Δ[F′](S) = Σ over V ⊆ U of (−1)^(|U|+|V|) F(V ∪ {j}),

Δ[F](S) = Σ over V ⊆ U of (−1)^(|U|+|V|) (F(V ∪ {j}) − F(V)).

Their difference is Δ[F](U), hence

Δ[F′](S) = Δ[F](S) + Δ[F](S \ {j}).

With F(T) = Σ over l of H(j,l) A(k,l,T), this is `increment_amplitude_ne`.

It follows by induction on k that Δ[A(k,j)](S) = 0 for |S| > k, which is `increment_amplitude_eq_zero`. For k = 0 the function is constant in T, and the subsets cancel in pairs that differ by one chosen element of S. If |S| > k + 1, then S and S \ {j} both have more than k elements, so every term in the recursion vanishes. Lean's `induction k generalizing j S` makes the hypothesis available for the new starting site and the smaller set, and `omega` does the counting.

Finally, with c(k) the coefficients of p,

E(T) = Σ for k = 0 to n of c(k) A(k,i,T).

The constant term has no increment because |S| ≥ n ≥ 1. For k = m + 1 ≤ n, the first hop starts at i and leaves increments of m-hop amplitudes on S, which vanish because |S| ≥ n > m. This first hop saves one body order. The main theorem follows the same two cases with `cases k`.

## Splitting the subsets by one site

The exchange between S and S \ {j} rests on Mathlib's `sum_powerset_insert`. For j ∉ U, it splits a sum over the subsets of `insert j U` into two sums over the subsets of U, one for the sets without j and one for those with it. The set S does not come in that form, so the proof obtains a U with `insert j U = S` and uses `rfl` to replace S everywhere. All the sums then run over the subsets of U and can be merged, and `ring` checks the signs one subset at a time. The base case of the induction uses the same split to form its cancelling pairs.

## Where the highest body order is reached, and why n starts at one

Let all entries of H equal t, and let S contain m sites other than i. For p = X^(m+1), `increment_siteEnergy_uniform` gives

Δ[E](S) = m! t^(m+1).

For real t ≠ 0 this is nonzero, with |S| one below the degree. It is the sum over the closed walks from i that visit each site of S once: there are m! orders, and each walk has m + 1 hops and weight t^(m+1). The proof first shows that the k-hop increments on k sites, summed over the starting site, give k! t^k (`sum_increment_uniform`). When k grows by one, only starting sites in S contribute. There are k + 1 of them, and each gives t · k! t^k. The first hop of the closed walk, which starts at i, supplies the remaining factor t.

The condition n ≥ 1 excludes one case. Take n = 0, p = 1 and S = ∅. Then |S| ≥ n holds, but the increment is E(∅) = 1. The example rules out only the empty set: a constant site energy has no increment on any nonempty S.
